# First-order phonon screening of a hydrogenic 1s exciton in closed form

Suppose the lattice is assumed to follow the electron and hole of a hydrogenic 1s exciton completely. To first order, this lowers the binding energy EB, found with electronic screening alone, by 2ηEB, where η measures the strength of lattice screening. If the phonon energy w is only three times EB, the model below gives a reduction of (10/9)ηEB, so the estimate is 80% too large. The slow-phonon estimate ηw is worse there, too large by a factor of 2.7. Neither is accurate in between, where the model gives the reduction as a momentum integral.

With s = √(1 + w/EB), EB > 0 and w ≥ 0, that integral gives the reduction

ΔB = ηw · 2(s + 3)/(s + 1)³ = 2ηEB [1 − 4/(s + 1)²].

It tends to 0 as w → 0⁺ and to 2ηEB as w → ∞.

## From phonon exchange to a momentum average

Let x be the relative momentum in inverse exciton Bohr radii. The normalised 1s radial momentum density is

ρ(x) = (32/π) x²/(1 + x²)⁴.

The electron and hole exchange one dispersionless longitudinal optical phonon. For a polar crystal with one such mode, η = 1 − ε∞/ε0, where ε∞ and ε0 are the electronic and static dielectric constants. The squared coupling is then ηw/2 times the magnitude of the electron–hole Coulomb interaction screened by ε∞, the same interaction that binds the exciton, and the two time orderings contribute equally.

The hydrogenic Schrödinger equation replaces the Coulomb convolution of the wavefunction by EB(1 + x²) times the wavefunction, which is binding plus kinetic energy. The model assigns the intermediate state this energy plus one phonon quantum, using a single relative momentum. Hence

ΔB = ηw ∫₀^∞ ρ(x) EB(1 + x²)/[EB(1 + x²) + w] dx.

Dividing numerator and denominator by EB turns the fraction into (1 + x²)/(s² + x²), so

ΔB = ηw (32/π) I(s), where I(s) = ∫₀^∞ x²/[(1 + x²)³(s² + x²)] dx.

## The integral by partial fractions

Write u = 1 + x² and A = s² − 1. For s ≠ 1, partial fractions in u give

x²/[u³(u + A)] = −1/(Au³) + s²/(A²u²) − s²/(A³u) + s²/[A³(u + A)].

Let Jₙ = ∫₀^∞ dx/uⁿ. For n ≥ 1, integrating

d/dx (x/uⁿ) = 1/uⁿ − 2nx²/uⁿ⁺¹ = (1 − 2n)/uⁿ + 2n/uⁿ⁺¹

leaves no boundary term, so Jₙ₊₁ = (2n − 1)Jₙ/(2n). From J₁ = π/2 follow J₂ = π/4, J₃ = 3π/16 and J₄ = 5π/32. The last partial fraction needs ∫₀^∞ dx/(s² + x²) = π/(2s). Therefore

I(s) = π/(16A³) · [−3A² + 4s²A − 8s² + 8s].

The bracket factorises:

−3A² + 4s²A − 8s(s − 1) = (s − 1)[(s + 1)(s² + 3) − 8s] = (s − 1)³(s + 3).

Since A³ = (s − 1)³(s + 1)³,

(32/π) I(s) = 2(s + 3)/(s + 1)³.

At s = 1 the coefficients are singular, but the integrand is simply 1/u³ − 1/u⁴. Its integral is J₃ − J₄ = π/32, and the formula again holds, with value 1. This is also the normalisation of ρ.

## Limits, bounds and a worked value

Substituting w = EB(s² − 1) gives

ΔB = 2ηEB (s − 1)(s + 3)/(s + 1)² = 2ηEB [1 − 4/(s + 1)²].

As w → 0⁺, s → 1 and the bracket vanishes; as w → ∞, it tends to 1. For η > 0 it makes ΔB grow strictly with w and stay below 2ηEB. For w > 0, put t = s − 1 > 0. Then

(s + 1)³ − 2(s + 3) = t³ + 6t² + 10t > 0,

so ΔB is also below ηw.

Take EB = 10 meV, w = 30 meV and η = 0.2 as illustrative values. Then s = 2 and

ΔB = 6 meV · 10/27 ≈ 2.22 meV,

compared with ηw = 6 meV and 2ηEB = 4 meV.

In an electronic-structure workflow, the formula can estimate a phonon correction to a Bethe–Salpeter binding energy when the exciton is close to hydrogenic and one optical mode dominates. The inputs are EB computed with electronic screening, the phonon energy and the two dielectric constants. In code the form ηw · 2(s + 3)/(s + 1)³ is preferable when w is much smaller than EB, because the forms with s − 1 or 1 − 4/(s + 1)² subtract nearly equal numbers.

## The model in Lean

```lean
import Mathlib

open Real Set Filter Topology MeasureTheory

namespace ExcitonPhononScreening

noncomputable section
```

The density ρ is `momentumDensity`. Its argument is a dimensionless real number.

```lean
/-- Radial momentum distribution of the hydrogenic 1s exciton, with the relative momentum `x`
measured in inverse exciton Bohr radii. -/
def momentumDensity (x : ℝ) : ℝ := 32 / π * (x ^ 2 / (1 + x ^ 2) ^ 4)
```

The reduction ΔB is `bindingReduction η EB w`, with both energies in the same unit. The integral over `Ioi (0 : ℝ)` runs over x > 0. The definition contains the physical average, leaving its reduction to I(s) to be proved.

```lean
/-- Phonon-screening reduction of the 1s binding energy, for `EB > 0` and `w ≥ 0`: coupling `η`
times phonon energy `w` times the 1s momentum average of binding plus kinetic energy,
`EB (1 + x²)`, divided by the same energy plus one phonon quantum. -/
def bindingReduction (η EB w : ℝ) : ℝ :=
  η * w * ∫ x in Ioi (0 : ℝ),
    momentumDensity x * (EB * (1 + x ^ 2) / (EB * (1 + x ^ 2) + w))
```

The average itself is postulated: the file does not derive it from an electron–phonon Hamiltonian. It describes isotropic parabolic bands, one phonon energy and first-order exchange, without the phonon self-energies of the separate carriers. The coupling `η` may be any real number unless a theorem says otherwise, although a first-order correction is physically sensible only when it is small compared with EB.

## Lorentzian powers and the screening integral

The first lemma is the derivative used in the recursion for Jₙ, obtained from the quotient rule.

```lean
/-- The derivative of `x / (1 + x²)ⁿ`, used to integrate powers of a Lorentzian. -/
theorem hasDerivAt_lorentzian (n : ℕ) (x : ℝ) :
    HasDerivAt (fun y : ℝ => y / (1 + y ^ 2) ^ n)
      (1 / (1 + x ^ 2) ^ n - 2 * (n : ℝ) * x ^ 2 / (1 + x ^ 2) ^ (n + 1)) x := by
  have hu : HasDerivAt (fun y : ℝ => 1 + y ^ 2) (2 * x) x :=
    ((hasDerivAt_pow 2 x).const_add 1).congr_deriv (by norm_num)
  have h0 : (1 + x ^ 2 : ℝ) ≠ 0 := by positivity
  refine ((hasDerivAt_id' x).fun_div (hu.fun_pow n) (pow_ne_zero n h0)).congr_deriv ?_
  rcases n with _ | n
  · simp
  · simp only [Nat.add_sub_cancel]
    push_cast
    field_simp
    ring
```

The boundary term at infinity vanishes for n ≠ 0. The proof squeezes the function between 0 and 1/x, using x² ≤ 1 + x² ≤ (1 + x²)ⁿ.

```lean
/-- For `n ≠ 0` the function `x / (1 + x²)ⁿ` tends to zero as `x → ∞`. -/
theorem tendsto_lorentzian {n : ℕ} (hn : n ≠ 0) :
    Tendsto (fun x : ℝ => x / (1 + x ^ 2) ^ n) atTop (𝓝 0) := by
  refine squeeze_zero' ?_ ?_ tendsto_inv_atTop_zero
  · filter_upwards [eventually_gt_atTop (0 : ℝ)] with x hx
    positivity
  · filter_upwards [eventually_gt_atTop (0 : ℝ)] with x hx
    have h1 : (1 : ℝ) ≤ 1 + x ^ 2 := by nlinarith [sq_nonneg x]
    have h2 : 1 + x ^ 2 ≤ (1 + x ^ 2) ^ n := le_self_pow₀ h1 hn
    rw [inv_eq_one_div, div_le_div_iff₀ (by positivity) hx]
    nlinarith
```

The next theorem states the closed form for every real s > 0, including s < 1, which the exciton application does not need. Inside it, `key` works with the antiderivative

a x/u + b x/u² + c x/u³ + d arctan x + e arctan(x/s).

This regroups the partial fractions above, with each reciprocal power traded for a derivative and an arctangent. The rational terms vanish at both ends, so the integral is (d + e)π/2. The two conditions passed to `key` say that the derivative is the integrand and that d + e has the required value. Because the integrand is nonnegative, `integral_Ioi_of_hasDerivAt_of_nonneg'` can evaluate the improper integral from the antiderivative and its limit.

The final case split supplies coefficients separately for s = 1 and s ≠ 1; `field_simp` and `ring` verify the algebra.

```lean
/-- The screening integral of the 1s exciton in closed form, for every `s > 0`. -/
theorem screening_integral {s : ℝ} (hs : 0 < s) :
    32 / π * ∫ x in Ioi (0 : ℝ), x ^ 2 / ((1 + x ^ 2) ^ 3 * (s ^ 2 + x ^ 2))
      = 2 * (s + 3) / (s + 1) ^ 3 := by
  have hA : Tendsto arctan atTop (𝓝 (π / 2)) :=
    tendsto_arctan_atTop.mono_right nhdsWithin_le_nhds
  have hB : Tendsto (fun x : ℝ => arctan (x / s)) atTop (𝓝 (π / 2)) :=
    hA.comp (tendsto_id.atTop_div_const hs)
  -- A partial-fraction decomposition of the integrand fixes the integral.
  have key : ∀ a b c d e : ℝ,
      (∀ x : ℝ, a * (1 / (1 + x ^ 2) ^ 1 - 2 * 1 * x ^ 2 / (1 + x ^ 2) ^ 2)
        + b * (1 / (1 + x ^ 2) ^ 2 - 2 * 2 * x ^ 2 / (1 + x ^ 2) ^ 3)
        + c * (1 / (1 + x ^ 2) ^ 3 - 2 * 3 * x ^ 2 / (1 + x ^ 2) ^ 4)
        + d * (1 / (1 + x ^ 2)) + e * (s / (s ^ 2 + x ^ 2))
        = x ^ 2 / ((1 + x ^ 2) ^ 3 * (s ^ 2 + x ^ 2))) →
      (d + e) * 8 = (s + 3) / (s + 1) ^ 3 →
      32 / π * ∫ x in Ioi (0 : ℝ), x ^ 2 / ((1 + x ^ 2) ^ 3 * (s ^ 2 + x ^ 2))
        = 2 * (s + 3) / (s + 1) ^ 3 := by
    intro a b c d e h hv
    have hd : ∀ x : ℝ, HasDerivAt (fun y : ℝ => a * (y / (1 + y ^ 2) ^ 1)
        + b * (y / (1 + y ^ 2) ^ 2) + c * (y / (1 + y ^ 2) ^ 3)
        + d * arctan y + e * arctan (y / s))
        (x ^ 2 / ((1 + x ^ 2) ^ 3 * (s ^ 2 + x ^ 2))) x := by
      intro x
      have hx : HasDerivAt (fun y : ℝ => arctan (y / s)) (s / (s ^ 2 + x ^ 2)) x :=
        ((hasDerivAt_id' x).div_const s).arctan.congr_deriv (by field_simp)
      refine ((((((hasDerivAt_lorentzian 1 x).const_mul a).fun_add
        ((hasDerivAt_lorentzian 2 x).const_mul b)).fun_add
        ((hasDerivAt_lorentzian 3 x).const_mul c)).fun_add
        ((hasDerivAt_arctan x).const_mul d)).fun_add (hx.const_mul e)).congr_deriv ?_
      rw [← h x]
      push_cast
      ring
    have hl := (((((tendsto_lorentzian one_ne_zero).const_mul a).add
      ((tendsto_lorentzian two_ne_zero).const_mul b)).add
      ((tendsto_lorentzian three_ne_zero).const_mul c)).add
      (hA.const_mul d)).add (hB.const_mul e)
    have hI := integral_Ioi_of_hasDerivAt_of_nonneg' (a := 0) (fun x _ => hd x)
      (fun x _ => by positivity) hl
    have hI' : ∫ x in Ioi (0 : ℝ), x ^ 2 / ((1 + x ^ 2) ^ 3 * (s ^ 2 + x ^ 2))
        = π / 16 * ((s + 3) / (s + 1) ^ 3) := by
      rw [hI, ← hv]
      simp only [zero_div, arctan_zero]
      ring
    rw [hI']
    linear_combination (2 * (s + 3) / (s + 1) ^ 3) * mul_inv_cancel₀ pi_ne_zero
  by_cases h : s = 1
  · -- The two poles merge.
    subst h
    refine key (1 / 16) (1 / 24) (-1 / 6) (1 / 16) 0 (fun x => ?_) (by norm_num)
    have hu : (1 + x ^ 2 : ℝ) ≠ 0 := by positivity
    simp only [one_pow]
    field_simp
    ring
  · have h1 : s - 1 ≠ 0 := sub_ne_zero.mpr h
    have h2 : s + 1 ≠ 0 := by positivity
    refine key (-3 / (8 * ((s - 1) * (s + 1))) + s ^ 2 / (2 * ((s - 1) * (s + 1)) ^ 2))
      (-1 / (4 * ((s - 1) * (s + 1)))) 0
      (-3 / (8 * ((s - 1) * (s + 1))) + s ^ 2 / (2 * ((s - 1) * (s + 1)) ^ 2)
        - s ^ 2 / ((s - 1) * (s + 1)) ^ 3)
      (s / ((s - 1) * (s + 1)) ^ 3) (fun x => ?_) ?_
    · have hu : (1 + x ^ 2 : ℝ) ≠ 0 := by positivity
      have hv : s ^ 2 + x ^ 2 ≠ 0 := by positivity
      field_simp
      ring
    · field_simp
      ring
```

Setting s = 1 gives the normalisation of the density.

```lean
/-- The 1s momentum distribution is normalised to one. -/
theorem momentumDensity_normalized : ∫ x in Ioi (0 : ℝ), momentumDensity x = 1 := by
  have h := screening_integral (s := 1) one_pos
  have e : ∀ x : ℝ, x ^ 2 / (1 + x ^ 2) ^ 4
      = x ^ 2 / ((1 + x ^ 2) ^ 3 * (1 ^ 2 + x ^ 2)) := fun x => by
    congr 1
    ring
  simp only [momentumDensity, integral_const_mul, e]
  rw [h]
  norm_num
```

## The binding-energy reduction in two forms

The hypotheses `0 < EB` and `0 ≤ w` describe a bound exciton and a nonnegative phonon energy. The proof uses `screening_integral` to turn the closed form back into an integral, and then shows that the two integrands agree at every x, which is the division by EB carried out above.

```lean
/-- Closed form of the phonon-screening reduction of the 1s binding energy, for `EB > 0` and
`w ≥ 0`. -/
theorem bindingReduction_eq (η : ℝ) {EB w : ℝ} (hE : 0 < EB) (hw : 0 ≤ w) :
    bindingReduction η EB w
      = η * w * (2 * (√(1 + w / EB) + 3) / (√(1 + w / EB) + 1) ^ 3) := by
  have hp : 0 < 1 + w / EB := by positivity
  rw [← screening_integral (Real.sqrt_pos.mpr hp), ← integral_const_mul, bindingReduction]
  congr 1
  refine integral_congr_ae (Eventually.of_forall fun x => ?_)
  have hD : EB * (1 + x ^ 2) + w ≠ 0 := by positivity
  have e : 1 + w / EB + x ^ 2 = (EB * (1 + x ^ 2) + w) / EB := by
    rw [add_div, mul_div_cancel_left₀ _ hE.ne']
    ring
  simp only [momentumDensity]
  rw [Real.sq_sqrt hp.le, e]
  field_simp
```

For the second form, the proof records w = EB(s² − 1), replaces the square root by a variable s, and leaves a rational identity to `field_simp` and `ring`.

```lean
/-- For `EB > 0` and `w ≥ 0` the reduction is `2 η EB` times a factor that depends only on the
ratio of phonon energy to binding energy. -/
theorem bindingReduction_eq_saturation (η : ℝ) {EB w : ℝ} (hE : 0 < EB) (hw : 0 ≤ w) :
    bindingReduction η EB w = 2 * η * EB * (1 - 4 / (√(1 + w / EB) + 1) ^ 2) := by
  rw [bindingReduction_eq η hE hw]
  have hs2 : √(1 + w / EB) ^ 2 = 1 + w / EB := Real.sq_sqrt (by positivity)
  have hs : 0 ≤ √(1 + w / EB) := Real.sqrt_nonneg _
  have hw' : w = EB * (√(1 + w / EB) ^ 2 - 1) := by
    rw [hs2, add_sub_cancel_left]
    field_simp
  generalize √(1 + w / EB) = s at hs hw' ⊢
  have h1 : s + 1 ≠ 0 := by positivity
  rw [hw']
  field_simp
  ring
```

## Slow and fast phonons

The filter `𝓝[>] 0` means that w approaches zero through positive values. The second form is continuous in w and vanishes at w = 0; it agrees with the reduction for all w > 0, so the limit carries over.

```lean
/-- For `EB > 0` the reduction vanishes as the phonon energy tends to zero from above. -/
theorem tendsto_bindingReduction_zero (η : ℝ) {EB : ℝ} (hE : 0 < EB) :
    Tendsto (bindingReduction η EB) (𝓝[>] 0) (𝓝 0) := by
  have hc : Continuous fun w : ℝ => 2 * η * EB * (1 - 4 / (√(1 + w / EB) + 1) ^ 2) :=
    continuous_const.mul (continuous_const.sub
      (continuous_const.div (by fun_prop) (fun w => by positivity)))
  have h0 := hc.tendsto 0
  have hz : 2 * η * EB * (1 - 4 / (√(1 + 0 / EB) + 1) ^ 2) = 0 := by
    rw [zero_div, add_zero, Real.sqrt_one]
    ring
  rw [hz] at h0
  refine (h0.mono_left nhdsWithin_le_nhds).congr' ?_
  filter_upwards [self_mem_nhdsWithin] with w hw
  exact (bindingReduction_eq_saturation η hE (le_of_lt hw)).symm
```

For large w, the square root diverges and the subtracted fraction tends to zero. Both limits hold at fixed EB and η.

```lean
/-- For `EB > 0` the reduction tends to `2 η EB` as the phonon energy grows without bound. -/
theorem tendsto_bindingReduction_atTop (η : ℝ) {EB : ℝ} (hE : 0 < EB) :
    Tendsto (bindingReduction η EB) atTop (𝓝 (2 * η * EB)) := by
  have h1 : Tendsto (fun w : ℝ => √(1 + w / EB) + 1) atTop atTop :=
    tendsto_atTop_add_const_right _ 1 (Real.tendsto_sqrt_atTop.comp
      (tendsto_atTop_add_const_left _ 1 (tendsto_id.atTop_div_const hE)))
  have h2 : Tendsto (fun w : ℝ => 4 / (√(1 + w / EB) + 1) ^ 2) atTop (𝓝 0) :=
    tendsto_const_nhds.div_atTop ((tendsto_pow_atTop two_ne_zero).comp h1)
  have h3 := (h2.const_sub 1).const_mul (2 * η * EB)
  rw [sub_zero, mul_one] at h3
  refine h3.congr' ?_
  filter_upwards [eventually_ge_atTop (0 : ℝ)] with w hw
  exact (bindingReduction_eq_saturation η hE hw).symm
```

## Growth with phonon energy and two upper bounds

`StrictMonoOn` on `Ici 0` says that, for positive η and EB, a larger phonon energy in the range w ≥ 0 gives a strictly larger reduction. The proof follows the inequality from the square root to the subtracted fraction, where it reverses, and then to the bracket, where it reverses back.

```lean
/-- For `η > 0` and `EB > 0` the reduction grows strictly with the phonon energy `w ≥ 0`. -/
theorem bindingReduction_strictMonoOn {η EB : ℝ} (hη : 0 < η) (hE : 0 < EB) :
    StrictMonoOn (bindingReduction η EB) (Ici 0) := by
  intro a ha b hb hab
  have ha' : 0 ≤ a := ha
  rw [bindingReduction_eq_saturation η hE ha, bindingReduction_eq_saturation η hE hb]
  have hs : √(1 + a / EB) < √(1 + b / EB) :=
    Real.sqrt_lt_sqrt (by positivity) (by gcongr)
  have hq : 4 / (√(1 + b / EB) + 1) ^ 2 < 4 / (√(1 + a / EB) + 1) ^ 2 := by gcongr
  exact mul_lt_mul_of_pos_left (by linarith) (by positivity)
```

The last theorem contains both strict bounds for w > 0. The first is the polynomial inequality in t = s − 1, which `nlinarith` closes with the positivity of t² and t³. The second uses only that the subtracted fraction is positive.

```lean
/-- For positive `η`, `EB` and `w` the reduction lies strictly below both `η w` and `2 η EB`. -/
theorem bindingReduction_lt {η EB w : ℝ} (hη : 0 < η) (hE : 0 < EB) (hw : 0 < w) :
    bindingReduction η EB w < η * w ∧ bindingReduction η EB w < 2 * η * EB := by
  constructor
  · rw [bindingReduction_eq η hE hw.le]
    have hs : 1 < √(1 + w / EB) := by
      rw [Real.lt_sqrt zero_le_one]
      have : 0 < w / EB := by positivity
      linarith
    generalize √(1 + w / EB) = s at hs ⊢
    have ht : 0 < s - 1 := by linarith
    have hlt : 2 * (s + 3) / (s + 1) ^ 3 < 1 := by
      rw [div_lt_one (by positivity)]
      nlinarith [pow_pos ht 3, pow_pos ht 2]
    exact mul_lt_of_lt_one_right (by positivity) hlt
  · rw [bindingReduction_eq_saturation η hE hw.le]
    have hq : 0 < 4 / (√(1 + w / EB) + 1) ^ 2 := by positivity
    exact mul_lt_of_lt_one_right (by positivity) (by linarith)

end

end ExcitonPhononScreening
```

```lean
#print axioms ExcitonPhononScreening.screening_integral
#print axioms ExcitonPhononScreening.tendsto_bindingReduction_zero
#print axioms ExcitonPhononScreening.bindingReduction_strictMonoOn
#print axioms ExcitonPhononScreening.bindingReduction_lt
```

```
'ExcitonPhononScreening.screening_integral' depends on axioms: [propext, Classical.choice, Quot.sound]
'ExcitonPhononScreening.tendsto_bindingReduction_zero' depends on axioms: [propext, Classical.choice, Quot.sound]
'ExcitonPhononScreening.bindingReduction_strictMonoOn' depends on axioms: [propext, Classical.choice, Quot.sound]
'ExcitonPhononScreening.bindingReduction_lt' depends on axioms: [propext, Classical.choice, Quot.sound]
```
